# Point and pair clusters give a random alloy property at most quadratic in composition

Take a binary alloy with two sites. Site i carries the spin s_i = 1 if it holds an A atom and s_i = −1 if it holds B. A property E has four values, which fix four coefficients:

E = J_∅ + J₁s₁ + J₂s₂ + J₁₂s₁s₂

Now fill the sites independently, with A at probability x. Each spin has mean m = 2x − 1, the product s₁s₂ has mean m², and

⟨E⟩ = J_∅ + (J₁ + J₂)m + J₁₂m²

The curvature in x, called bowing, comes from the pair term alone.

## The expansion and its average on n sites

A cluster S is a set of |S| sites, and Φ_S is the product of its spins, with Φ_∅ = 1. Every real function E of the configuration σ has exactly one set of interactions J_S with

E(σ) = ∑_S J_S Φ_S(σ)

For independent spins of mean m,

⟨E⟩ = ∑_S J_S m^|S|

On 0 ≤ x ≤ 1 this is a polynomial in x of degree at most k exactly when, for every r > k, the interactions of all r-site clusters sum to zero.

## Where cluster-expansion codes use it

A code that fits J_S to electronic-structure energies can evaluate the random alloy without sampling, by replacing each Φ_S with m^|S|, provided the sites are occupied independently. If, in addition, the J_S do not depend on x, a fit truncated at pairs cannot produce a cubic composition curve.

## From single-site factors to the degree in x

Let s_i and t_i be the spins of configurations σ and τ. Expanding a product over sites means choosing 1 or s_i t_i at each site, so

∑_S Φ_S(σ)Φ_S(τ) = ∏_i (1 + s_i t_i)

Each factor is 2 where the spins agree and 0 where they differ. The sum is therefore 2ⁿ for σ = τ and 0 otherwise (`cluster_completeness`, where `Finset.prod_add` does the expansion). Set

J_S = 2⁻ⁿ ∑_τ E(τ)Φ_S(τ)

Then, exchanging the sums,

∑_S J_S Φ_S(σ) = 2⁻ⁿ ∑_τ E(τ) ∑_S Φ_S(σ)Φ_S(τ) = E(σ)

This is `expansion_interaction`. The linear map from J to E is thus onto. Both spaces have dimension 2ⁿ, so it is also one-to-one, which gives uniqueness in `existsUnique_expansion`.

For the average, σ has probability ∏_i (1 + m s_i)/2, and the sum over configurations factorises. A site in S contributes

(1 + m)/2 − (1 − m)/2 = m

and any other site contributes 1. Hence ⟨Φ_S⟩ = m^|S|, and linearity gives `average_expansion`. In its proof, `fac` is the factorisation over sites and `site` is the single-site sum.

Collect equal powers, with A_r the sum of J_S over |S| = r:

P(m) = ∑_r A_r m^r

Substituting m = 2x − 1 turns a leading term A_d m^d into 2^d A_d x^d plus lower powers, so the degree is kept (`hdeg`). If P(2x − 1) equals a polynomial p(x) of degree at most k on [0, 1], their difference has infinitely many zeros and vanishes, so A_r = 0 for r > k. Conversely, if those A_r vanish, P(2x − 1) is the required polynomial. This is `degree_le_iff`; k = 2 gives `pair_expansion_quadratic`.

## Sites, clusters and weights in Lean

`ι` is any finite set of sites, σ is a function `ι → Bool`, and `spin` sends `true` to 1. Φ_S is `cluster S`, and `interaction E` is the formula for J_S. E may be any real function of the configuration.

Each cluster is counted separately, so a symmetry-reduced code must include multiplicities in A_r. `average m E` is the weighted sum over configurations. Its formula holds for every real m, but with at least one site the weights are probabilities only for −1 ≤ m ≤ 1.

```lean
import Mathlib

open Polynomial

namespace AlloyClusterExpansion

noncomputable section

variable {ι : Type*} [Fintype ι] [DecidableEq ι]

/-- The spin value of a site: `1` for one atomic species and `-1` for the other. -/
def spin : Bool → ℝ
  | true => 1
  | false => -1

/-- The cluster function of `S`: the product of the spins on the sites of `S`. -/
def cluster (S : Finset ι) (σ : ι → Bool) : ℝ := ∏ i ∈ S, spin (σ i)

/-- The function of the configuration with interaction `J S` for each cluster `S`, the empty one
included. -/
def expansion (J : Finset ι → ℝ) (σ : ι → Bool) : ℝ := ∑ S, J S * cluster S σ

/-- The effective cluster interaction of `S`: the uniform average over all configurations of `E`
times the cluster function. -/
def interaction (E : (ι → Bool) → ℝ) (S : Finset ι) : ℝ :=
  (∑ σ, E σ * cluster S σ) / 2 ^ Fintype.card ι

/-- The average of `E` over independent spins that are `1` with probability `(1 + m) / 2` and
`-1` with probability `(1 - m) / 2`, for `m` between `-1` and `1`. -/
def average (m : ℝ) (E : (ι → Bool) → ℝ) : ℝ :=
  ∑ σ, (∏ i, (1 + m * spin (σ i)) / 2) * E σ

/-- The polynomial in the mean spin whose coefficients collect the interactions by cluster
size. -/
def alloyPolynomial (J : Finset ι → ℝ) : ℝ[X] := ∑ S, C (J S) * X ^ S.card

/-- Summed over all clusters, the product of the cluster functions of two configurations is
`2 ^ n` on `n` sites if the configurations agree, and zero otherwise. -/
theorem cluster_completeness (σ τ : ι → Bool) :
    ∑ S, cluster S σ * cluster S τ = if σ = τ then 2 ^ Fintype.card ι else 0 := by
  have same : ∀ b, spin b * spin b + 1 = 2 := by
    intro b
    cases b <;> norm_num [spin]
  have flip : ∀ a b, a ≠ b → spin a * spin b + 1 = 0 := by
    intro a b h
    cases a <;> cases b <;> simp_all [spin]
  -- the sum over clusters factorises over sites
  have h : ∑ S, cluster S σ * cluster S τ = ∏ i, (spin (σ i) * spin (τ i) + 1) := by
    rw [Finset.prod_add]
    simp [cluster, Finset.prod_mul_distrib]
  rw [h]
  split_ifs with e
  · subst e
    simp only [same, Finset.prod_const, Finset.card_univ]
  · obtain ⟨i, hi⟩ := Function.ne_iff.mp e
    exact Finset.prod_eq_zero (Finset.mem_univ i) (flip _ _ hi)

/-- The effective cluster interactions of a real function `E` reproduce it on every configuration.
-/
theorem expansion_interaction (E : (ι → Bool) → ℝ) : expansion (interaction E) = E := by
  funext σ
  calc expansion (interaction E) σ
      = ∑ τ, E τ / 2 ^ Fintype.card ι * ∑ S, cluster S σ * cluster S τ := by
        simp only [expansion, interaction, Finset.sum_div, Finset.sum_mul, Finset.mul_sum]
        rw [Finset.sum_comm]
        exact Finset.sum_congr rfl fun τ _ => Finset.sum_congr rfl fun S _ => by ring
    _ = E σ := by
        simp_rw [cluster_completeness]
        simp

/-- Every real function of the spin configuration has exactly one cluster expansion. -/
theorem existsUnique_expansion (E : (ι → Bool) → ℝ) :
    ∃! J : Finset ι → ℝ, expansion J = E := by
  let L : (Finset ι → ℝ) →ₗ[ℝ] ((ι → Bool) → ℝ) :=
    { toFun := expansion
      map_add' := by
        intro J K
        funext σ
        simp [expansion, add_mul, Finset.sum_add_distrib]
      map_smul' := by
        intro c J
        funext σ
        simp [expansion, Finset.mul_sum, mul_assoc] }
  -- there are as many clusters as configurations
  have hd : Module.finrank ℝ (Finset ι → ℝ) = Module.finrank ℝ ((ι → Bool) → ℝ) := by
    simp [Module.finrank_fintype_fun_eq_card]
  have inj : Function.Injective L :=
    (LinearMap.injective_iff_surjective_of_finrank_eq_finrank hd).mpr
      fun F => ⟨interaction F, expansion_interaction F⟩
  refine ⟨interaction E, expansion_interaction E, ?_⟩
  intro K hK
  apply inj
  show expansion K = expansion (interaction E)
  rw [expansion_interaction]
  exact hK

/-- For independent spins of mean `m`, the average of a cluster expansion is the sum of the
interactions, each times `m` to the number of sites in its cluster. -/
theorem average_expansion (m : ℝ) (J : Finset ι → ℝ) :
    average m (expansion J) = ∑ S, J S * m ^ S.card := by
  have key : ∀ S : Finset ι,
      ∑ σ : ι → Bool, (∏ i, (1 + m * spin (σ i)) / 2) * cluster S σ = m ^ S.card := by
    intro S
    have h : ∀ σ : ι → Bool, (∏ i, (1 + m * spin (σ i)) / 2) * cluster S σ
        = ∏ i, ((1 + m * spin (σ i)) / 2 * if i ∈ S then spin (σ i) else 1) := by
      intro σ
      rw [Finset.prod_mul_distrib, Finset.prod_ite_mem, Finset.univ_inter]
      rfl
    -- independence: the sum over configurations is a product of single-site sums
    have fac : ∏ i, ∑ b : Bool, ((1 + m * spin b) / 2 * if i ∈ S then spin b else 1)
        = ∑ σ : ι → Bool, ∏ i, ((1 + m * spin (σ i)) / 2 * if i ∈ S then spin (σ i) else 1) := by
      rw [Finset.prod_univ_sum, Fintype.piFinset_univ]
    have site : ∀ i, ∑ b : Bool, ((1 + m * spin b) / 2 * if i ∈ S then spin b else 1)
        = if i ∈ S then m else 1 := by
      intro i
      simp only [Fintype.sum_bool, spin]
      split_ifs <;> ring
    simp_rw [h]
    rw [← fac]
    simp_rw [site]
    rw [Finset.prod_ite_mem, Finset.univ_inter, Finset.prod_const]
  simp only [average, expansion, Finset.mul_sum]
  rw [Finset.sum_comm]
  refine Finset.sum_congr rfl fun S _ => ?_
  rw [← key S, Finset.mul_sum]
  exact Finset.sum_congr rfl fun σ _ => by ring

/-- The random-alloy average is a polynomial of degree at most `k` in the composition `x` on
`0 ≤ x ≤ 1` exactly when, for every `r > k`, the interactions of all `r`-site clusters sum to
zero. -/
theorem degree_le_iff (J : Finset ι → ℝ) (k : ℕ) :
    (∃ p : ℝ[X], p.natDegree ≤ k ∧
      ∀ x ∈ Set.Icc (0 : ℝ) 1, average (2 * x - 1) (expansion J) = p.eval x) ↔
    ∀ r, k < r → ∑ S : Finset ι with S.card = r, J S = 0 := by
  have hcoeff : ∀ r, (alloyPolynomial J).coeff r = ∑ S : Finset ι with S.card = r, J S := by
    intro r
    simp only [alloyPolynomial, Polynomial.finsetSum_coeff, coeff_C_mul_X_pow]
    rw [Finset.sum_filter]
    exact Finset.sum_congr rfl fun S _ => by simp [eq_comm]
  -- passing from mean spin to composition keeps the degree
  have hdeg : ((alloyPolynomial J).comp (C 2 * X + C (-1))).natDegree
      = (alloyPolynomial J).natDegree := by
    rw [natDegree_comp, natDegree_linear two_ne_zero, mul_one]
  have heval : ∀ x : ℝ, average (2 * x - 1) (expansion J)
      = ((alloyPolynomial J).comp (C 2 * X + C (-1))).eval x := by
    intro x
    rw [average_expansion]
    simp only [eval_comp, eval_add, eval_mul, eval_C, eval_X, alloyPolynomial,
      Polynomial.eval_finsetSum, eval_pow, sub_eq_add_neg]
  simp_rw [← hcoeff]
  rw [← natDegree_le_iff_coeff_eq_zero]
  constructor
  · rintro ⟨p, hp, h⟩
    -- two polynomials that agree on an interval are equal
    have hpq : (alloyPolynomial J).comp (C 2 * X + C (-1)) = p :=
      eq_of_infinite_eval_eq _ _ ((Set.Icc_infinite (zero_lt_one' ℝ)).mono
        fun x hx => (heval x).symm.trans (h x hx))
    rw [← hdeg, hpq]
    exact hp
  · intro h
    exact ⟨_, hdeg.le.trans h, fun x _ => heval x⟩

/-- If no cluster of more than two sites interacts, the random-alloy average is at most
quadratic in the composition. -/
theorem pair_expansion_quadratic (J : Finset ι → ℝ) (hJ : ∀ S, 2 < S.card → J S = 0) :
    ∃ a b c : ℝ, ∀ x ∈ Set.Icc (0 : ℝ) 1,
      average (2 * x - 1) (expansion J) = a + b * x + c * x ^ 2 := by
  obtain ⟨p, hp, h⟩ := (degree_le_iff J 2).mpr fun r hr =>
    Finset.sum_eq_zero fun S hS => hJ S (by rw [(Finset.mem_filter.mp hS).2]; exact hr)
  refine ⟨p.coeff 0, p.coeff 1, p.coeff 2, fun x hx => ?_⟩
  rw [h x hx, eval_eq_sum_range' (Nat.lt_succ_of_le hp) x]
  simp [Finset.sum_range_succ]

/-- The random-alloy average of a single triplet cluster on three sites is not a quadratic
function of the composition. -/
theorem triplet_not_quadratic :
    ¬ ∃ a b c : ℝ, ∀ x ∈ Set.Icc (0 : ℝ) 1,
      average (2 * x - 1) (cluster (Finset.univ : Finset (Fin 3))) = a + b * x + c * x ^ 2 := by
  have hE : cluster (Finset.univ : Finset (Fin 3))
      = expansion (fun S => if S = Finset.univ then 1 else 0) := by
    funext σ
    simp [expansion]
  have hav : ∀ m, average m (cluster (Finset.univ : Finset (Fin 3))) = m ^ 3 := by
    intro m
    rw [hE, average_expansion]
    simp
  rintro ⟨a, b, c, h⟩
  simp only [hav] at h
  -- four compositions overdetermine the three coefficients
  have h0 := h 0 (by norm_num)
  have h1 := h 1 (by norm_num)
  have h2 := h (1 / 2) (by norm_num)
  have h3 := h (1 / 4) (by norm_num)
  linarith

/-- On four sites, two triplet clusters with opposite interactions have zero random-alloy
average at every mean spin. -/
theorem opposite_triplets_cancel (m : ℝ) :
    average m (fun σ : Fin 4 → Bool => cluster {0, 1, 2} σ - cluster {0, 1, 3} σ) = 0 := by
  have hE : (fun σ : Fin 4 → Bool => cluster {0, 1, 2} σ - cluster {0, 1, 3} σ)
      = expansion (fun S => (if S = {0, 1, 2} then 1 else 0)
          - (if S = {0, 1, 3} then 1 else 0)) := by
    funext σ
    simp only [expansion, sub_mul, Finset.sum_sub_distrib, ite_mul, one_mul, zero_mul,
      Finset.sum_ite_eq', Finset.mem_univ, if_true]
  have c1 : ({0, 1, 2} : Finset (Fin 4)).card = 3 := by decide
  have c2 : ({0, 1, 3} : Finset (Fin 4)).card = 3 := by decide
  rw [hE, average_expansion]
  simp only [sub_mul, Finset.sum_sub_distrib, ite_mul, one_mul, zero_mul,
    Finset.sum_ite_eq', Finset.mem_univ, if_true, c1, c2, sub_self]

end

end AlloyClusterExpansion
```

```lean
#print axioms AlloyClusterExpansion.existsUnique_expansion
#print axioms AlloyClusterExpansion.pair_expansion_quadratic
#print axioms AlloyClusterExpansion.triplet_not_quadratic
#print axioms AlloyClusterExpansion.opposite_triplets_cancel
```

```
'AlloyClusterExpansion.existsUnique_expansion' depends on axioms: [propext, Classical.choice, Quot.sound]
'AlloyClusterExpansion.pair_expansion_quadratic' depends on axioms: [propext, Classical.choice, Quot.sound]
'AlloyClusterExpansion.triplet_not_quadratic' depends on axioms: [propext, Classical.choice, Quot.sound]
'AlloyClusterExpansion.opposite_triplets_cancel' depends on axioms: [propext, Classical.choice, Quot.sound]
```

## A quadratic curve does not exclude triplets

The pair truncation guarantees a curve that is at most quadratic, but such a curve does not guarantee a pair truncation. In `opposite_triplets_cancel`, two triplets on four sites contribute m³ − m³ = 0 at every composition. A single triplet on three sites does show: it gives (2x − 1)³, and `triplet_not_quadratic` rules out a quadratic from the values at x = 0, 1/4, 1/2 and 1.

Independence is assumed, so short-range order is excluded. The step left to the user is to identify the property of a real alloy with the average of one function E that stays the same at all compositions. A band gap, for example, need not be the average of the gaps of small cells.
